# The regularized projector $A(A^*A+e)^{-1}A^*$ tends to the orthogonal projector onto the column space of $A$ as $e\to0^+$

A molecular orbital is to be projected onto the span of a set of basis functions, some of which lie on neighbouring atoms and overlap strongly. If the functions are linearly independent, the projector is $A(A^*A)^{-1}A^*$, where the columns of $A$ are the basis functions and $A^*A$ is their overlap matrix. In an overcomplete set the overlap matrix is singular and this formula fails. One remedy is to add a small $e>0$ to the diagonal. Does the result still approach the true projector when $e$ is made small?

## Basis vectors as the columns of a matrix

Each basis function is given by its coordinates in a finite orthonormal reference basis. Here `n` and `k` are finite index types, not numbers: `n` labels the coordinates and `k` the basis functions, while `m` is auxiliary. Passing from functions to coordinates is left to the application. It loses nothing if the reference basis spans all the functions concerned, whereas a truncated basis or a grid adds its own error.

```lean
import Mathlib

open Filter
open scoped Matrix ComplexOrder Topology

namespace RegularizedProjection

noncomputable section

variable {n k m : Type*} [Fintype n] [Fintype k] [Fintype m]
  [DecidableEq n] [DecidableEq k] [DecidableEq m]
```

The regularized projector is
$$R(e)=A(A^*A+e)^{-1}A^* .$$
The letter $e$ is the regularization parameter, not a charge. It raises every eigenvalue of the overlap matrix by the same amount, which damps the nearly dependent combinations. Despite its name, $R(e)$ is not itself a projector when $e>0$ and $A\neq0$: its non-zero eigenvalues are $s/(s+e)<1$, where $s$ runs through the non-zero eigenvalues of $A^*A$. Lean writes the adjoint $A^*$ as `Aᴴ`, and `e` is a real number cast to ℂ.

```lean
/-- The regularized projector `A (A*A + e)⁻¹ A*` built from the columns of `A`,
for a regularization parameter `e > 0`. -/
def regProj (A : Matrix n k ℂ) (e : ℝ) : Matrix n n ℂ :=
  A * (Aᴴ * A + (e : ℂ) • (1 : Matrix k k ℂ))⁻¹ * Aᴴ
```

The target $P$ is specified by its properties: $P^*=P$, $P^2=P$, and the range of $P$ is the range of $A$, that is, the span of the basis vectors. Nothing is assumed about the rank of $A$.

```lean
/-- `P` is the orthogonal projector onto the column space of `A`: it is Hermitian,
idempotent, and has the same range as `A`. -/
structure IsOrthProjector (P : Matrix n n ℂ) (A : Matrix n k ℂ) : Prop where
  herm : Pᴴ = P
  idem : P * P = P
  range_eq : LinearMap.range P.mulVecLin = LinearMap.range A.mulVecLin
```

## Writing one set of vectors in terms of another

If the range of $B$ lies in that of $C$, each column $b_j$ of $B$ equals $Cx_j$ for some $x_j$. With the $x_j$ as the columns of $X$, this reads $B=CX$. In Lean, `choose` selects the vectors $x_j$.

```lean
omit [Fintype n] [DecidableEq n] [DecidableEq k] in
/-- If every column of `B` is a combination of the columns of `C`, then `B = C X` for some
coefficient matrix `X`. -/
theorem exists_factor (B : Matrix n m ℂ) (C : Matrix n k ℂ)
    (h : LinearMap.range B.mulVecLin ≤ LinearMap.range C.mulVecLin) :
    ∃ X : Matrix k m ℂ, B = C * X := by
  have hcol : ∀ j, ∃ x, C *ᵥ x = fun i => B i j := fun j => by
    obtain ⟨x, hx⟩ := h ⟨Pi.single j 1, rfl⟩
    refine ⟨x, ?_⟩
    ext i
    have hi := congrFun hx i
    simpa using hi
  choose x hx using hcol
  refine ⟨Matrix.of fun i j => x j i, ?_⟩
  ext i j
  exact (congrFun (hx j) i).symm
```

The matrices $AA^*$ and $A$ have the same range. One inclusion follows from $AA^*x=A(A^*x)$. For the dimensions, $AA^*v=0$ gives $|A^*v|^2=v^*AA^*v=0$, so $AA^*$ and $A^*$ have the same kernel, and therefore $AA^*$ has the rank of $A^*$, which is that of $A$. The proof takes this equality of ranks from Mathlib.

```lean
omit [DecidableEq n] [DecidableEq k] in
/-- The matrices `A A*` and `A` have the same column space. -/
theorem range_mul_conjTranspose (A : Matrix n k ℂ) :
    LinearMap.range (A * Aᴴ).mulVecLin = LinearMap.range A.mulVecLin := by
  apply Submodule.eq_of_le_of_finrank_eq
  · rintro _ ⟨x, rfl⟩
    exact ⟨Aᴴ *ᵥ x, by simp only [Matrix.mulVecLin_apply, Matrix.mulVec_mulVec]⟩
  · exact Matrix.rank_self_mul_conjTranspose A
```

## The projector exists for every $A$

Applied to $A^*$, the last result says that $A^*A$ and $A^*$ have the same range, so the normal equations $A^*AX=A^*$ have a solution $X$. Put $P=AX$. Then
$$P^*=X^*A^*=X^*A^*AX=P^*P .$$
The right-hand side is Hermitian, so $P^*=P$ and hence $P^2=P$. Moreover
$$PA=P^*A=X^*A^*A=(A^*AX)^*=A .$$
From $P=AX$ the range of $P$ lies in that of $A$, and from $A=PA$ the reverse holds.

```lean
/-- Every complex matrix `A`, also one with dependent columns, has an orthogonal projector
onto its column space. -/
theorem exists_isOrthProjector (A : Matrix n k ℂ) :
    ∃ P : Matrix n n ℂ, IsOrthProjector P A := by
  -- solve the normal equations `A*A X = A*`
  have hr := range_mul_conjTranspose Aᴴ
  rw [Matrix.conjTranspose_conjTranspose] at hr
  obtain ⟨X, hX⟩ := exists_factor Aᴴ (Aᴴ * A) hr.ge
  have key : ∀ P : Matrix n n ℂ, Pᴴ = Pᴴ * P → Pᴴ = P ∧ P * P = P := by
    intro P h
    have h2 := congrArg Matrix.conjTranspose h
    rw [Matrix.conjTranspose_mul, Matrix.conjTranspose_conjTranspose] at h2
    have h3 : Pᴴ = P := h.trans h2.symm
    rw [h3] at h2
    exact ⟨h3, h2.symm⟩
  obtain ⟨hh, hi⟩ := key (A * X) (by
    calc (A * X)ᴴ = Xᴴ * Aᴴ := Matrix.conjTranspose_mul _ _
      _ = Xᴴ * (Aᴴ * A * X) := by rw [← hX]
      _ = (A * X)ᴴ * (A * X) := by
        simp only [Matrix.conjTranspose_mul, Matrix.mul_assoc])
  have hPA : A * X * A = A := by
    calc A * X * A = (A * X)ᴴ * A := by rw [hh]
      _ = (Aᴴ * A * X)ᴴ := by
        simp only [Matrix.conjTranspose_mul, Matrix.conjTranspose_conjTranspose,
          Matrix.mul_assoc]
      _ = A := by rw [← hX, Matrix.conjTranspose_conjTranspose]
  refine ⟨A * X, hh, hi, le_antisymm ?_ ?_⟩
  · rintro _ ⟨x, rfl⟩
    exact ⟨X *ᵥ x, by simp only [Matrix.mulVecLin_apply, Matrix.mulVec_mulVec]⟩
  · rintro _ ⟨x, rfl⟩
    exact ⟨A *ᵥ x, by simp only [Matrix.mulVecLin_apply, Matrix.mulVec_mulVec, hPA]⟩
```

## The shifted overlap matrix is invertible

Suppose $(A^*A+e)v=0$ with $v\neq0$ and $e>0$. Multiplying by $v^*$ from the left gives
$$|Av|^2+e|v|^2=0,$$
which is impossible, because the first term is non-negative and the second is positive. The Lean proof takes real parts and lets `linarith` find the contradiction.

```lean
omit [DecidableEq n] in
/-- For `e > 0` the regularized overlap matrix `A*A + e` is invertible. -/
theorem isUnit_det_overlap (A : Matrix n k ℂ) {e : ℝ} (he : 0 < e) :
    IsUnit (Aᴴ * A + (e : ℂ) • (1 : Matrix k k ℂ)).det := by
  rw [isUnit_iff_ne_zero]
  intro h
  obtain ⟨v, hv, h0⟩ := Matrix.exists_mulVec_eq_zero_iff.mpr h
  -- a null vector would satisfy `|A v|² + e |v|² = 0`
  have h1 : star (A *ᵥ v) ⬝ᵥ (A *ᵥ v) + (e : ℂ) * (star v ⬝ᵥ v) = 0 := by
    calc _ = star v ⬝ᵥ ((Aᴴ * A + (e : ℂ) • (1 : Matrix k k ℂ)) *ᵥ v) := by
          rw [Matrix.add_mulVec, Matrix.smul_mulVec, Matrix.one_mulVec, dotProduct_add,
            dotProduct_smul, smul_eq_mul, Matrix.star_mulVec, ← Matrix.dotProduct_mulVec,
            Matrix.mulVec_mulVec]
      _ = 0 := by rw [h0, dotProduct_zero]
  have hpos : 0 < star v ⬝ᵥ v := lt_of_le_of_ne (dotProduct_star_self_nonneg v)
    (fun h => hv (dotProduct_star_self_eq_zero.mp h.symm))
  have a := (Complex.le_def.mp (dotProduct_star_self_nonneg (A *ᵥ v))).1
  have b := (Complex.lt_def.mp hpos).1
  have c := congrArg Complex.re h1
  simp only [Complex.add_re, Complex.re_ofReal_mul, Complex.zero_re] at a b c
  have d := mul_pos he b
  linarith
```

## An exact formula for the error

Expanding both sides shows that $A^*(AA^*+e)=(A^*A+e)A^*$. Multiplying from the left by $A(A^*A+e)^{-1}$ gives
$$R(e)\,(AA^*+e)=AA^* .$$

```lean
/-- Push-through identity: for `e > 0` the regularized projector `R` satisfies
`R (A A* + e) = A A*`. -/
theorem regProj_mul_shift (A : Matrix n k ℂ) {e : ℝ} (he : 0 < e) :
    regProj A e * (A * Aᴴ + (e : ℂ) • (1 : Matrix n n ℂ)) = A * Aᴴ := by
  have hc : Aᴴ * (A * Aᴴ + (e : ℂ) • (1 : Matrix n n ℂ))
      = (Aᴴ * A + (e : ℂ) • (1 : Matrix k k ℂ)) * Aᴴ := by
    simp only [Matrix.mul_add, Matrix.add_mul, Matrix.mul_smul, Matrix.smul_mul,
      Matrix.mul_one, Matrix.one_mul, Matrix.mul_assoc]
  rw [regProj, Matrix.mul_assoc, hc, Matrix.mul_assoc,
    Matrix.nonsing_inv_mul_cancel_left _ _ (isUnit_det_overlap A he)]
```

Since $P$ and $AA^*$ have the same range, there is a matrix $Z$ with $AA^*Z=P$. It does not depend on $e$. The projector fixes the columns of $A$: writing $A=PY$ gives $PA=P^2Y=A$. The adjoint of this is $A^*P=A^*$, so $R(e)P=R(e)$. Therefore
$$R(e)+eR(e)Z=R(e)P+eR(e)Z=R(e)(AA^*+e)Z=AA^*Z=P,$$
and the error is $P-R(e)=e\,R(e)Z$. The theorem takes $Z$ as given; its existence is supplied in the final proof.

```lean
/-- Exact regularization error: if `P` is the orthogonal projector onto the column space of
`A` and `A A* Z = P`, then `P - R = e R Z` for the regularized projector `R` at `e > 0`. -/
theorem projector_sub_regProj {A : Matrix n k ℂ} {P Z : Matrix n n ℂ}
    (hP : IsOrthProjector P A) (hZ : A * Aᴴ * Z = P) {e : ℝ} (he : 0 < e) :
    P - regProj A e = (e : ℂ) • (regProj A e * Z) := by
  -- `P` fixes the columns of `A`, hence `A* P = A*`
  obtain ⟨Y, hY⟩ := exists_factor A P hP.range_eq.ge
  have hPA : P * A = A := by
    calc P * A = P * (P * Y) := by rw [← hY]
      _ = A := by rw [← Matrix.mul_assoc, hP.idem, ← hY]
  have hAP : Aᴴ * P = Aᴴ := by
    have h := congrArg Matrix.conjTranspose hPA
    rwa [Matrix.conjTranspose_mul, hP.herm] at h
  have h1 : regProj A e * P = regProj A e := by
    rw [regProj, Matrix.mul_assoc, hAP]
  have h3 : regProj A e + (e : ℂ) • (regProj A e * Z) = P := by
    calc _ = regProj A e * P + (e : ℂ) • (regProj A e * Z) := by rw [h1]
      _ = regProj A e * (A * Aᴴ + (e : ℂ) • (1 : Matrix n n ℂ)) * Z := by
        rw [← hZ]
        simp only [Matrix.mul_add, Matrix.add_mul, Matrix.mul_smul, Matrix.smul_mul,
          Matrix.mul_one, Matrix.mul_assoc]
      _ = P := by rw [regProj_mul_shift A he, hZ]
  exact sub_eq_iff_eq_add'.mpr h3.symm
```

## Two identical basis vectors

Let both columns of $A$ be $(1,0)^T$. The overlap matrix has all four entries equal to 1 and is singular. With the shift,
$$(A^*A+e)^{-1}=\frac{1}{e(2+e)}\begin{pmatrix}1+e&-1\\-1&1+e\end{pmatrix},\qquad R(e)=\begin{pmatrix}\frac{2}{2+e}&0\\0&0\end{pmatrix}.$$
At $e=0.01$ the diagonal entries of the inverse are about $50.2$, yet the non-zero entry of $R$ is about $0.995$. The large terms cancel, and $R(e)$ tends to $P=\mathrm{diag}(1,0)$. With $Z=\mathrm{diag}(\tfrac12,0)$ the error formula gives $e/(2+e)$, which is indeed $1-2/(2+e)$.

## The limit

The error formula rearranges to $R(e)(1+eZ)=P$. As $e\to0^+$, the determinant and the adjugate of $1+eZ$ tend to $1$ and to the identity matrix, because both are polynomial in $e$. Once the determinant is non-zero,
$$R(e)=\frac{P\,\mathrm{adj}(1+eZ)}{\det(1+eZ)}\longrightarrow P .$$
The proof establishes the limit of the right-hand side as `hlim`. Then `congr'` transfers it to $R(e)$, since the two agree for all sufficiently small $e>0$.

In the statement, `𝓝[>] 0` means that $e$ approaches zero through positive values, and `𝓝 P` means convergence of every matrix entry. The value at $e=0$ plays no part.

```lean
/-- For any complex matrix `A`, also one with dependent columns, `A (A*A + e)⁻¹ A*` tends to
the orthogonal projector onto the column space of `A` as `e` tends to zero from above. -/
theorem tendsto_regProj {A : Matrix n k ℂ} {P : Matrix n n ℂ} (hP : IsOrthProjector P A) :
    Tendsto (fun e : ℝ => regProj A e) (𝓝[>] 0) (𝓝 P) := by
  obtain ⟨Z, hZ⟩ := exists_factor P (A * Aᴴ)
    (hP.range_eq.trans (range_mul_conjTranspose A).symm).le
  have hM : Continuous fun e : ℝ => (1 : Matrix n n ℂ) + (e : ℂ) • Z :=
    continuous_const.add (Complex.continuous_ofReal.smul continuous_const)
  have hd : Tendsto (fun e : ℝ => ((1 : Matrix n n ℂ) + (e : ℂ) • Z).det)
      (𝓝[>] 0) (𝓝 1) := by
    have h := (hM.matrix_det.tendsto 0).mono_left (nhdsWithin_le_nhds (s := Set.Ioi 0))
    simpa using h
  have ha : Tendsto (fun e : ℝ => ((1 : Matrix n n ℂ) + (e : ℂ) • Z).adjugate)
      (𝓝[>] 0) (𝓝 1) := by
    have h := (hM.matrix_adjugate.tendsto 0).mono_left (nhdsWithin_le_nhds (s := Set.Ioi 0))
    simpa using h
  have hlim : Tendsto (fun e : ℝ => (((1 : Matrix n n ℂ) + (e : ℂ) • Z).det)⁻¹ •
      (P * ((1 : Matrix n n ℂ) + (e : ℂ) • Z).adjugate)) (𝓝[>] 0) (𝓝 P) := by
    have h := (hd.inv₀ one_ne_zero).smul (ha.const_mul P)
    rw [inv_one, mul_one, one_smul] at h
    exact h
  refine hlim.congr' ?_
  filter_upwards [self_mem_nhdsWithin, hd.eventually_ne one_ne_zero] with e he hdet
  -- the error formula says `R (1 + e Z) = P`
  have h : regProj A e * ((1 : Matrix n n ℂ) + (e : ℂ) • Z) = P := by
    rw [Matrix.mul_add, Matrix.mul_one, Matrix.mul_smul,
      ← projector_sub_regProj hP hZ.symm he, add_sub_cancel]
  rw [← h, Matrix.mul_assoc, Matrix.mul_adjugate, Matrix.mul_smul, Matrix.mul_one,
    smul_smul, inv_mul_cancel₀ hdet, one_smul]

end

end RegularizedProjection
```

```lean
#print axioms RegularizedProjection.exists_isOrthProjector
#print axioms RegularizedProjection.tendsto_regProj
```

```
'RegularizedProjection.exists_isOrthProjector' depends on axioms: [propext, Classical.choice, Quot.sound]
'RegularizedProjection.tendsto_regProj' depends on axioms: [propext, Classical.choice, Quot.sound]
```

Because a limit is unique, any two matrices that satisfy `IsOrthProjector` for the same $A$ coincide, so one may speak of *the* projector. In electronic structure the result supports regularized projection of orbitals onto a finite, possibly overcomplete basis, as a statement about the limit: it recommends no value of $e$ and takes no account of rounding, which the large entries of the inverse can amplify.
